# The antiferromagnetic four-site spin-1/2 Heisenberg ring with elastic energy $Kd^2$ resists dimerisation exactly when $K\ge 3J/2$

A four-site spin-1/2 Heisenberg ring whose bonds contribute $J(1+d)\,\mathbf S_i\cdot\mathbf S_j$ and $J(1-d)\,\mathbf S_i\cdot\mathbf S_j$ in turn, with $J>0$ and $\hbar=1$, has lowest energy $-J-J\sqrt{1+3d^2}$ among states with total $S_z=0$. With an elastic energy $Kd^2$ added, $d=0$ minimises the total over $-1\le d\le 1$ if and only if $K\ge 3J/2$.

In Lean 4 with Mathlib:

```lean
import Mathlib

namespace SpinPeierlsFourRing

noncomputable section

/-- A state of four spins 1/2: one complex amplitude per configuration (`true` is spin up). -/
abbrev State := (Fin 4 → Bool) → ℂ

/-- The sign of the z component of a spin: `1` for up, `-1` for down. -/
def spinSign : Bool → ℂ
  | true => 1
  | false => -1

/-- The configuration with the spin at site `i` reversed. -/
def flipAt (i : Fin 4) (σ : Fin 4 → Bool) : Fin 4 → Bool := Function.update σ i (!σ i)

/-- The operator Sx at site `i`. -/
def spinX (i : Fin 4) (ψ : State) : State := fun σ => 1 / 2 * ψ (flipAt i σ)

/-- The operator Sy at site `i`. -/
def spinY (i : Fin 4) (ψ : State) : State :=
  fun σ => -Complex.I * spinSign (σ i) / 2 * ψ (flipAt i σ)

/-- The operator Sz at site `i`. -/
def spinZ (i : Fin 4) (ψ : State) : State := fun σ => spinSign (σ i) / 2 * ψ σ

/-- The z component of the total spin. -/
def totalZ (ψ : State) : State := spinZ 0 ψ + spinZ 1 ψ + spinZ 2 ψ + spinZ 3 ψ

/-- The scalar product of the spin operators at sites `i` and `j`. -/
def exchange (i j : Fin 4) (ψ : State) : State :=
  spinX i (spinX j ψ) + spinY i (spinY j ψ) + spinZ i (spinZ j ψ)

/-- The Heisenberg ring with couplings alternating between `J (1 + d)` and `J (1 - d)`. -/
def dimerRing (J d : ℝ) (ψ : State) : State :=
  ((J : ℂ) * (1 + d)) • (exchange 0 1 ψ + exchange 2 3 ψ) +
    ((J : ℂ) * (1 - d)) • (exchange 1 2 ψ + exchange 3 0 ψ)

/-- The energy eigenvalues of the ring in the sector of total Sz = 0. -/
def levels (J d : ℝ) : Set ℝ :=
  {E | ∃ ψ : State, ψ ≠ 0 ∧ totalZ ψ = 0 ∧ dimerRing J d ψ = (E : ℂ) • ψ}

/-- Magnetic ground energy of the sector plus the elastic energy `K d ^ 2`. -/
def totalEnergy (J K d : ℝ) : ℝ := sInf (levels J d) + K * d ^ 2

/-- Dirac's identity: the scalar product of two spins 1/2 is half the exchange of the two
spins minus one quarter. -/
theorem exchange_eq_swap {i j : Fin 4} (h : i ≠ j) (ψ : State) (σ : Fin 4 → Bool) :
    exchange i j ψ σ = 1 / 2 * ψ (σ ∘ Equiv.swap i j) - 1 / 4 * ψ σ := by
  have hji : flipAt i σ j = σ j := by simp [flipAt, h.symm]
  simp only [exchange, spinX, spinY, spinZ, Pi.add_apply]
  rw [hji]
  by_cases hs : σ i = σ j
  · -- parallel spins: the exchange does nothing
    have h1 : σ ∘ Equiv.swap i j = σ := by
      funext k
      show σ (Equiv.swap i j k) = σ k
      rw [Equiv.swap_apply_def]
      split_ifs with h1 h2
      · rw [h1, hs]
      · rw [h2, hs]
      · rfl
    have hp : spinSign (σ i) * spinSign (σ j) = 1 := by
      rw [hs]
      cases σ j <;> norm_num [spinSign]
    rw [h1]
    linear_combination (ψ (flipAt j (flipAt i σ)) / 4 * spinSign (σ i) * spinSign (σ j)) *
      Complex.I_sq + (ψ σ / 4 - ψ (flipAt j (flipAt i σ)) / 4) * hp
  · -- antiparallel spins: the exchange reverses both
    have hb : σ j = !σ i := by
      revert hs
      cases σ i <;> cases σ j <;> simp
    have h1 : σ ∘ Equiv.swap i j = flipAt j (flipAt i σ) := by
      funext k
      show σ (Equiv.swap i j k) = _
      by_cases hki : k = i
      · subst hki
        simp [flipAt, h, hb]
      · by_cases hkj : k = j
        · subst hkj
          simp [flipAt, hki, hb]
        · rw [Equiv.swap_apply_of_ne_of_ne hki hkj]
          simp [flipAt, hki, hkj]
    have hp : spinSign (σ i) * spinSign (σ j) = -1 := by
      rw [hb]
      cases σ i <;> norm_num [spinSign]
    rw [h1]
    linear_combination (ψ (flipAt j (flipAt i σ)) / 4 * spinSign (σ i) * spinSign (σ j)) *
      Complex.I_sq + (ψ σ / 4 - ψ (flipAt j (flipAt i σ)) / 4) * hp

/-- Every configuration is given by its four spins. -/
theorem config_eq (σ : Fin 4 → Bool) : ∃ a b c f, σ = ![a, b, c, f] :=
  ⟨σ 0, σ 1, σ 2, σ 3, by funext k; fin_cases k <;> rfl⟩

/-- The Hamiltonian multiplies each amplitude by `-J` and adds the amplitudes with two neighbouring
spins exchanged, each weighted by half the coupling of that bond. -/
theorem dimerRing_apply (J d : ℝ) (ψ : State) (a b c f : Bool) :
    dimerRing J d ψ ![a, b, c, f] = -J * ψ ![a, b, c, f]
      + J * (1 + d) / 2 * (ψ ![b, a, c, f] + ψ ![a, b, f, c])
      + J * (1 - d) / 2 * (ψ ![a, c, b, f] + ψ ![f, b, c, a]) := by
  have h01 : ![a, b, c, f] ∘ Equiv.swap (0 : Fin 4) 1 = ![b, a, c, f] := by
    funext k; fin_cases k <;> rfl
  have h23 : ![a, b, c, f] ∘ Equiv.swap (2 : Fin 4) 3 = ![a, b, f, c] := by
    funext k; fin_cases k <;> rfl
  have h12 : ![a, b, c, f] ∘ Equiv.swap (1 : Fin 4) 2 = ![a, c, b, f] := by
    funext k; fin_cases k <;> rfl
  have h30 : ![a, b, c, f] ∘ Equiv.swap (3 : Fin 4) 0 = ![f, b, c, a] := by
    funext k; fin_cases k <;> rfl
  simp only [dimerRing, Pi.add_apply, Pi.smul_apply, smul_eq_mul]
  rw [exchange_eq_swap (by decide), exchange_eq_swap (by decide),
    exchange_eq_swap (by decide), exchange_eq_swap (by decide), h01, h23, h12, h30]
  ring

/-- The secular equation obeyed by every energy level of the sector Sz = 0. -/
theorem secular_equation {J d E : ℝ} (hE : E ∈ levels J d) :
    (E + J) * (E - J * d) * (E + J * d) *
      ((E - J) * (E ^ 2 + 2 * J * E - 3 * J ^ 2 * d ^ 2)) = 0 := by
  obtain ⟨ψ, hψ, hz, hH⟩ := hE
  by_contra hne
  have hC : ((E : ℂ) + J) * (E - J * d) * (E + J * d) *
      ((E - J) * (E ^ 2 + 2 * J * E - 3 * J ^ 2 * d ^ 2)) ≠ 0 := by exact_mod_cast hne
  obtain ⟨h123, h4⟩ := mul_ne_zero_iff.mp hC
  obtain ⟨h12, h3⟩ := mul_ne_zero_iff.mp h123
  obtain ⟨h1, h2⟩ := mul_ne_zero_iff.mp h12
  -- away from the roots the six amplitude equations have only the zero solution
  have alg : ∀ A A' B B' C C' : ℂ,
      E * A = J * d * A + J * (1 - d) / 2 * (C + C') →
      E * A' = J * d * A' + J * (1 - d) / 2 * (C + C') →
      E * B = -J * d * B + J * (1 + d) / 2 * (C + C') →
      E * B' = -J * d * B' + J * (1 + d) / 2 * (C + C') →
      E * C = -J * C + J * (1 + d) / 2 * (B + B') + J * (1 - d) / 2 * (A + A') →
      E * C' = -J * C' + J * (1 + d) / 2 * (B + B') + J * (1 - d) / 2 * (A + A') →
      A = 0 ∧ A' = 0 ∧ B = 0 ∧ B' = 0 ∧ C = 0 ∧ C' = 0 := by
    intro A A' B B' C C' eA eA' eB eB' eC eC'
    have hcc : C - C' = 0 := (mul_eq_zero.mp
      (show ((E : ℂ) + J) * (C - C') = 0 by linear_combination eC - eC')).resolve_left h1
    have c0 : C = 0 := (mul_eq_zero.mp
      (show (((E : ℂ) - J) * (E ^ 2 + 2 * J * E - 3 * J ^ 2 * d ^ 2)) * C = 0 by
        linear_combination ((E : ℂ) - J * d) * (E + J * d) * eC
          + (E - J * d) * (J * (1 + d) / 2) * (eB + eB')
          + (E + J * d) * (J * (1 - d) / 2) * (eA + eA')
          - ((E - J * d) * (J * (1 + d)) ^ 2 + (E + J * d) * (J * (1 - d)) ^ 2) / 2
            * hcc)).resolve_left h4
    have c0' : C' = 0 := by linear_combination c0 - hcc
    subst c0 c0'
    refine ⟨(mul_eq_zero.mp ?_).resolve_left h2, (mul_eq_zero.mp ?_).resolve_left h2,
      (mul_eq_zero.mp ?_).resolve_left h3, (mul_eq_zero.mp ?_).resolve_left h3, rfl, rfl⟩
    · linear_combination eA
    · linear_combination eA'
    · linear_combination eB
    · linear_combination eB'
  have key := fun a b c f =>
    (dimerRing_apply J d ψ a b c f).symm.trans (congrFun hH ![a, b, c, f])
  simp only [Pi.smul_apply, smul_eq_mul] at key
  obtain ⟨a1, a2, b1, b2, c1, c2⟩ := alg
    (ψ ![true, true, false, false]) (ψ ![false, false, true, true])
    (ψ ![true, false, false, true]) (ψ ![false, true, true, false])
    (ψ ![true, false, true, false]) (ψ ![false, true, false, true])
    (by linear_combination (-1 : ℂ) * key true true false false)
    (by linear_combination (-1 : ℂ) * key false false true true)
    (by linear_combination (-1 : ℂ) * key true false false true)
    (by linear_combination (-1 : ℂ) * key false true true false)
    (by linear_combination (-1 : ℂ) * key true false true false)
    (by linear_combination (-1 : ℂ) * key false true false true)
  apply hψ
  funext σ
  obtain ⟨a, b, c, f, rfl⟩ := config_eq σ
  -- outside the six configurations the amplitude vanishes because total Sz = 0
  have h : spinSign a / 2 * ψ ![a, b, c, f] + spinSign b / 2 * ψ ![a, b, c, f]
      + spinSign c / 2 * ψ ![a, b, c, f] + spinSign f / 2 * ψ ![a, b, c, f] = 0 :=
    congrFun hz ![a, b, c, f]
  show ψ ![a, b, c, f] = 0
  cases a <;> cases b <;> cases c <;> cases f <;> first
    | assumption
    | (simp only [spinSign] at h
       first
         | linear_combination h
         | linear_combination (-1 : ℂ) * h
         | linear_combination (1 / 2 : ℂ) * h
         | linear_combination (-1 / 2 : ℂ) * h)

/-- Amplitudes, symmetric under reversal of all spins, of a trial state with Sz = 0. -/
def trialAmp (d e : ℂ) : Bool → Bool → Bool → Bool → ℂ
  | true, true, false, false => (1 - d) * (e + d)
  | false, false, true, true => (1 - d) * (e + d)
  | true, false, false, true => (1 + d) * (e - d)
  | false, true, true, false => (1 + d) * (e - d)
  | true, false, true, false => e ^ 2 - d ^ 2
  | false, true, false, true => e ^ 2 - d ^ 2
  | _, _, _, _ => 0

/-- A root `e` of `e ^ 2 + 2 e = 3 d ^ 2` with `e ^ 2 ≠ d ^ 2` gives the energy level `J e`. -/
theorem mem_levels (J : ℝ) {d e : ℝ} (he : e ^ 2 + 2 * e - 3 * d ^ 2 = 0)
    (hne : e ^ 2 - d ^ 2 ≠ 0) : J * e ∈ levels J d := by
  have heC : (e : ℂ) ^ 2 + 2 * e - 3 * d ^ 2 = 0 := by exact_mod_cast he
  let ψ : State := fun σ => trialAmp d e (σ 0) (σ 1) (σ 2) (σ 3)
  have hval : ∀ a b c f, ψ ![a, b, c, f] = trialAmp d e a b c f := fun _ _ _ _ => rfl
  refine ⟨ψ, ?_, ?_, ?_⟩
  · intro h
    have h2 : (e : ℂ) ^ 2 - d ^ 2 = 0 := congrFun h ![true, false, true, false]
    exact hne (by exact_mod_cast h2)
  · funext σ
    obtain ⟨a, b, c, f, rfl⟩ := config_eq σ
    show spinSign a / 2 * trialAmp d e a b c f + spinSign b / 2 * trialAmp d e a b c f
      + spinSign c / 2 * trialAmp d e a b c f + spinSign f / 2 * trialAmp d e a b c f = 0
    cases a <;> cases b <;> cases c <;> cases f <;>
      (unfold spinSign trialAmp; try dsimp only) <;> ring1
  · funext σ
    obtain ⟨a, b, c, f, rfl⟩ := config_eq σ
    rw [dimerRing_apply, Complex.ofReal_mul]
    simp only [Pi.smul_apply, smul_eq_mul, hval]
    cases a <;> cases b <;> cases c <;> cases f <;>
      (unfold trialAmp; try dsimp only) <;> first
        | ring1
        | linear_combination (-(J : ℂ) * (e - 1)) * heC

/-- For `J > 0`, the lowest energy level of the alternating ring in the sector Sz = 0 is `-J - J √(1
+ 3 d ^ 2)`. -/
theorem isLeast_levels {J : ℝ} (hJ : 0 < J) (d : ℝ) :
    IsLeast (levels J d) (-J - J * √(1 + 3 * d ^ 2)) := by
  have hr : √(1 + 3 * d ^ 2) ^ 2 = 1 + 3 * d ^ 2 := Real.sq_sqrt (by positivity)
  have hr0 : 0 ≤ √(1 + 3 * d ^ 2) := Real.sqrt_nonneg _
  have hrd : |d| ≤ √(1 + 3 * d ^ 2) := Real.abs_le_sqrt (by nlinarith [sq_nonneg d])
  obtain ⟨hd1, hd2⟩ := abs_le.mp hrd
  generalize √(1 + 3 * d ^ 2) = r at *
  have hJr : 0 ≤ J * r := mul_nonneg hJ.le hr0
  constructor
  · have hpos : 0 < (-1 - r) ^ 2 - d ^ 2 := by nlinarith [sq_nonneg d]
    have h := mem_levels J (d := d) (e := -1 - r) (by linear_combination hr) hpos.ne'
    have heq : -J - J * r = J * (-1 - r) := by ring
    rw [heq]
    exact h
  · intro E hE
    -- compare with each root of the secular equation
    rcases mul_eq_zero.mp (secular_equation hE) with h | h
    · rcases mul_eq_zero.mp h with h | h
      · rcases mul_eq_zero.mp h with h | h
        · linarith
        · nlinarith [mul_nonneg hJ.le (show 0 ≤ r + d by linarith)]
      · nlinarith [mul_nonneg hJ.le (show 0 ≤ r - d by linarith)]
    · rcases mul_eq_zero.mp h with h | h
      · linarith
      · by_contra hlt
        have hu : 0 < -J - J * r - E := by linarith [not_le.mp hlt]
        have hp := mul_pos hu (show 0 < -J - J * r - E + 2 * (J * r) by linarith)
        have hq : (-J - J * r - E) * (-J - J * r - E + 2 * (J * r)) = 0 := by
          linear_combination h - J ^ 2 * hr
        linarith

/-- For `J > 0`, the total energy as an explicit function of the distortion. -/
theorem totalEnergy_eq {J : ℝ} (hJ : 0 < J) (K d : ℝ) :
    totalEnergy J K d = -J - J * √(1 + 3 * d ^ 2) + K * d ^ 2 := by
  rw [totalEnergy, (isLeast_levels hJ d).csInf_eq]

/-- Each value of `√(1 + 3 d ^ 2)` between 1 and 2 is reached by a distortion in [-1, 1]. -/
theorem exists_distortion {s : ℝ} (h1 : 1 ≤ s) (h2 : s ≤ 2) :
    ∃ d ∈ Set.Icc (-1 : ℝ) 1, √(1 + 3 * d ^ 2) = s := by
  refine ⟨√((s ^ 2 - 1) / 3), ⟨by linarith [Real.sqrt_nonneg ((s ^ 2 - 1) / 3)],
    Real.sqrt_le_iff.mpr ⟨by norm_num, by nlinarith⟩⟩, ?_⟩
  rw [Real.sq_sqrt (by nlinarith), show 1 + 3 * ((s ^ 2 - 1) / 3) = s ^ 2 by ring,
    Real.sqrt_sq (by linarith)]

/-- For `J > 0`, the undistorted ring minimises the total energy over distortions in [-1, 1] exactly
when `K ≥ 3 J / 2`. -/
theorem undistorted_isMinOn_iff {J : ℝ} (hJ : 0 < J) (K : ℝ) :
    IsMinOn (totalEnergy J K) (Set.Icc (-1) 1) 0 ↔ 3 * J / 2 ≤ K := by
  have h0 : totalEnergy J K 0 = -2 * J := by
    have h : √(1 + 3 * (0 : ℝ) ^ 2) = 1 := by norm_num
    rw [totalEnergy_eq hJ, h]
    ring
  rw [isMinOn_iff]
  constructor
  · intro h
    by_contra hK
    have hK' : 0 < 3 * J / 2 - K := by linarith [not_le.mp hK]
    -- a distortion with √(1 + 3 d²) = 1 + t, for a suitable t in (0, 1], lowers the energy
    obtain ⟨t, ht, ht1, hKt⟩ : ∃ t : ℝ, 0 < t ∧ t ≤ 1 ∧ K * t < 3 * J - 2 * K := by
      have hg : 0 < 3 * J - 2 * K := by linarith
      have hD : 0 < 3 * J - 2 * K + 3 * J / 2 := by linarith
      have ht : 0 < (3 * J - 2 * K) / (3 * J - 2 * K + 3 * J / 2) := div_pos hg hD
      have hm := div_mul_cancel₀ (3 * J - 2 * K) hD.ne'
      refine ⟨_, ht, (div_le_one hD).mpr (by linarith), ?_⟩
      generalize (3 * J - 2 * K) / (3 * J - 2 * K + 3 * J / 2) = t at *
      nlinarith [mul_pos ht hg, mul_pos ht hK']
    obtain ⟨d, hd, hs⟩ := exists_distortion (s := 1 + t) (by linarith) (by linarith)
    have hr : √(1 + 3 * d ^ 2) ^ 2 = 1 + 3 * d ^ 2 := Real.sq_sqrt (by positivity)
    have hmin := h d hd
    rw [h0, totalEnergy_eq hJ, hs] at hmin
    rw [hs] at hr
    have hp := mul_pos ht (show 0 < 3 * J - 2 * K - K * t by linarith)
    have hKd : K * d ^ 2 = K * (2 * t + t ^ 2) / 3 := by linear_combination (-K / 3) * hr
    nlinarith
  · intro hK d _
    have hr : √(1 + 3 * d ^ 2) ^ 2 = 1 + 3 * d ^ 2 := Real.sq_sqrt (by positivity)
    rw [h0, totalEnergy_eq hJ]
    generalize √(1 + 3 * d ^ 2) = r at *
    have hJr : J * r ^ 2 = J * (1 + 3 * d ^ 2) := by rw [hr]
    nlinarith [mul_nonneg (sub_nonneg.mpr hK) (sq_nonneg d),
      mul_nonneg hJ.le (sq_nonneg (r - 1))]

/-- For `J > 0` and `3 J / 4 ≤ K ≤ 3 J / 2` the total energy is minimal over [-1, 1] exactly at the
distortions with `d ^ 2 = ((3 J / (2 K)) ^ 2 - 1) / 3`. -/
theorem equilibrium_distortion {J K : ℝ} (hJ : 0 < J) (h1 : 3 * J / 4 ≤ K)
    (h2 : K ≤ 3 * J / 2) {d : ℝ} (hd : d ∈ Set.Icc (-1 : ℝ) 1) :
    (d ∈ Set.Icc (-1 : ℝ) 1 ∧ IsMinOn (totalEnergy J K) (Set.Icc (-1) 1) d) ↔
      d ^ 2 = ((3 * J / (2 * K)) ^ 2 - 1) / 3 := by
  have hK : 0 < K := by linarith
  have hs1 : 1 ≤ 3 * J / (2 * K) := by rw [le_div_iff₀ (by positivity)]; linarith
  have hs2 : 3 * J / (2 * K) ≤ 2 := by rw [div_le_iff₀ (by positivity)]; linarith
  have hs : 3 * J / (2 * K) * K = 3 * J / 2 := by field_simp
  generalize 3 * J / (2 * K) = s at *
  -- complete the square in √(1 + 3 x²)
  have hform : ∀ x, totalEnergy J K x =
      -J - K / 3 * (s ^ 2 + 1) + K / 3 * (√(1 + 3 * x ^ 2) - s) ^ 2 := by
    intro x
    have hr : √(1 + 3 * x ^ 2) ^ 2 = 1 + 3 * x ^ 2 := Real.sq_sqrt (by positivity)
    rw [totalEnergy_eq hJ]
    linear_combination (-K / 3) * hr + (2 / 3 * √(1 + 3 * x ^ 2)) * hs
  constructor
  · rintro ⟨_, hmin⟩
    obtain ⟨x, hx, hxs⟩ := exists_distortion hs1 hs2
    have hle := isMinOn_iff.mp hmin x hx
    rw [hform d, hform x, hxs, sub_self] at hle
    have hr : √(1 + 3 * d ^ 2) ^ 2 = 1 + 3 * d ^ 2 := Real.sq_sqrt (by positivity)
    have hrs : √(1 + 3 * d ^ 2) - s = 0 := by
      by_contra hne
      have hp : 0 < K / 3 * (√(1 + 3 * d ^ 2) - s) ^ 2 := by positivity
      linarith
    rw [sub_eq_zero.mp hrs] at hr
    linarith
  · intro h
    refine ⟨hd, isMinOn_iff.mpr fun x _ => ?_⟩
    have hrs : √(1 + 3 * d ^ 2) = s := by
      rw [h, show 1 + 3 * ((s ^ 2 - 1) / 3) = s ^ 2 by ring, Real.sqrt_sq (by linarith)]
    rw [hform d, hform x, hrs, sub_self]
    have hp : 0 ≤ K / 3 * (√(1 + 3 * x ^ 2) - s) ^ 2 := by positivity
    linarith

end

end SpinPeierlsFourRing
```

```lean
#print axioms SpinPeierlsFourRing.undistorted_isMinOn_iff
#print axioms SpinPeierlsFourRing.equilibrium_distortion
```

```
'SpinPeierlsFourRing.undistorted_isMinOn_iff' depends on axioms: [propext, Classical.choice, Quot.sound]
'SpinPeierlsFourRing.equilibrium_distortion' depends on axioms: [propext, Classical.choice, Quot.sound]
```

## Spins, bonds and stiffness

A `State` assigns a complex amplitude to each of the 16 spin configurations, and the spin operators act site by site with $\hbar=1$. In `dimerRing`, bonds 0–1 and 2–3 carry $J(1+d)$, while 1–2 and 3–0 carry $J(1-d)$. The set `levels J d` contains the real $E$ that have a nonzero eigenstate with `totalZ ψ = 0`.

`isLeast_levels` says that the stated energy belongs to this set and bounds it from below, for every real $d$. The infimum in `totalEnergy` is therefore an attained ground energy of the sector. It is also the ground energy of the whole ring, a step not proved in the file: the Hamiltonian conserves total spin, and every multiplet of four spins 1/2 has a member with $S_z=0$. `undistorted_isMinOn_iff` is the stability criterion, and `equilibrium_distortion` locates the minimisers for $3J/4\le K\le 3J/2$.

The distortion $d$ is the relative change of the exchange, taken as linear in bond length, and $Kd^2$ is a harmonic elastic energy of the whole ring. So $K$ is an energy, larger for a stiffer lattice and smaller when exchange depends more strongly on bond length. Both forms are postulated. The ring has only four sites, and the distortion is one classical number at zero temperature. This is therefore an instability of a small cluster, with a threshold specific to it, and not the thermal spin-Peierls transition of a crystal. For exact diagonalisation, the formula supplies a reference energy for this four-site ring.

## Six amplitudes and their energies

On parallel spins, the $x$ and $y$ terms of $\mathbf S_i\cdot\mathbf S_j$ cancel and the $z$ term gives $1/4$. On antiparallel spins, they reverse both with weight $1/2$, and the $z$ term gives $-1/4$. Hence $\mathbf S_i\cdot\mathbf S_j=\tfrac12P_{ij}-\tfrac14$, where $P_{ij}$ swaps the spins (`exchange_eq_swap`). The four constants add up to $-J$ (`dimerRing_apply`).

Let $A,B,C$ be the amplitudes of ↑↑↓↓, ↑↓↓↑, ↑↓↑↓, and $A',B',C'$ those of the reversed configurations. Then

$$\begin{aligned}EA&=JdA+\tfrac{J(1-d)}2(C+C'),\\ EB&=-JdB+\tfrac{J(1+d)}2(C+C'),\\ EC&=-JC+\tfrac{J(1+d)}2(B+B')+\tfrac{J(1-d)}2(A+A'),\end{aligned}$$

and likewise for the primed amplitudes. The differences $A-A'$, $B-B'$, $C-C'$ decouple, with energies $Jd$, $-Jd$, $-J$. The sums $a,b,c$ obey

$$(E-Jd)a=J(1-d)c,\quad (E+Jd)b=J(1+d)c,\quad (E+J)c=J(1+d)b+J(1-d)a.$$

Multiplying the last equation by $E^2-J^2d^2$ and eliminating $a,b$ gives

$$(E-J)(E^2+2JE-3J^2d^2)\,c=0.$$

If $c=0$, a nonzero $a$ or $b$ needs $E=\pm Jd$. `secular_equation` collects all these factors: away from their roots the six amplitudes vanish, and `totalZ ψ = 0` removes the other ten.

Put $s=\sqrt{1+3d^2}$. The quadratic has roots $-J\pm Js$. Since $s\ge|d|$, the lower one lies below $\pm Jd$, and it also lies below $\pm J$. `mem_levels` realises it with $e=-1-s$ and

$$A=A'=\frac{(1-d)(e+d)}N,\quad B=B'=\frac{(1+d)(e-d)}N,\quad C=C'=\frac{e^2-d^2}N,$$

where $N$ normalises the state; `trialAmp` omits it. The state is nonzero because $e^2>d^2$.

## Where the distortion settles

As $d$ runs over $[-1,1]$, $s$ covers $[1,2]$ (`exists_distortion`). Since $d^2=(s^2-1)/3$, the total energy relative to its value $-2J$ at $d=0$ is

$$(s-1)\left[\tfrac K3(s+1)-J\right].$$

If $K\ge3J/2$, this is never negative, because it equals $(K-\tfrac{3J}2)d^2+\tfrac J2(s-1)^2$, a sum of two non-negative terms. If $K<3J/2$, it is negative for $s=1+t$ with small $t>0$.

For $K>0$, completing the square gives a constant plus $\tfrac K3(s-s_0)^2$, with $s_0=3J/(2K)$. When $3J/4\le K\le3J/2$, $s_0$ lies in $[1,2]$, so the minimisers are exactly the $d$ with $d^2=(s_0^2-1)/3$.

The same quadratic settles softer lattices, a case with no theorem in the file: for $0<K<3J/4$ the energy falls throughout $1\le s\le2$, and the minimisers are the fully dimerised $d=\pm1$.
